# Spectral projectors from a Bézout identity, without diagonalisability

An open quantum system is often described by an effective Hamiltonian that is not Hermitian, for example one with a complex absorbing potential or with gain and loss terms. At an exceptional point two eigenvectors coalesce and the Hamiltonian acquires a Jordan block. The usual projector |R⟩⟨L|/⟨L|R⟩, built from a right eigenvector R and a left eigenvector L, then breaks down because ⟨L|R⟩ = 0. The question is whether a projector onto the whole block still exists. The problems below build it as a polynomial in the Hamiltonian. The construction applies to non-Hermitian Hamiltonian matrices in a finite basis, such as similarity-transformed Hamiltonians in electronic structure, provided a polynomial that annihilates the matrix is given in two coprime factors.

## Setting

K is a field (ℂ in quantum mechanics) and V is a vector space over K, of any dimension. The Hamiltonian A is a linear map V → V defined on all of V, an element of `Module.End K V`. Products of such maps are compositions, the right factor acting first, and 1 is the identity. There is no inner product and no topology, so hermiticity, orthogonality and boundedness do not enter the formal statements.

Polynomials in the indeterminate X with coefficients in K form `K[X]`. For a polynomial p, the operator p(A) is `aeval A p`. Substitution of A respects the algebra:

(p + q)(A) = p(A) + q(A),  (p q)(A) = p(A) q(A),  1(A) = 1.

In the proofs these rules are `map_add`, `map_mul` and `map_one`.

```lean
import Mathlib

open Polynomial

namespace PolynomialSpectralProjector

noncomputable section

variable {K V : Type*} [Field K] [AddCommGroup V] [Module K V]
```

For polynomials b and g, define

P = (b g)(A) = b(A) g(A).

The definition carries no conditions.

```lean
/-- The operator `P = (b g)(A)` built from the Hamiltonian `A` and polynomials `b`, `g`. -/
def spectralProjector (A : Module.End K V) (b g : K[X]) : Module.End K V :=
  aeval A (b * g)
```

Two hypotheses on polynomials a, b, f, g recur:

(B)  a f + b g = 1,

(Z)  (f g)(A) = 0.

They are `hab` and `hfg`. (B) is the Bézout identity and says that f and g are coprime; over ℂ such a and b exist exactly when f and g have no common root. (Z) is assumed, not derived. For a matrix it can be supplied by the characteristic polynomial. With f g ≠ 0 it allows A only finitely many eigenvalues, which excludes Hamiltonians such as the harmonic oscillator. Paragraphs headed Aside are pencil arguments that were not put through Lean.

## (a) Resolution of the identity

Task. Show that (B) implies (a f)(A) + P = 1.

Solution. Substitute A into both sides of (B):

(a f)(A) + (b g)(A) = (a f + b g)(A) = 1(A) = 1.

The single `rw` makes these three moves: it merges the sum, uses `hab`, and evaluates the constant polynomial. (Z) is not needed.

```lean
/-- The identity `a f + b g = 1` gives the resolution of the identity `(a f)(A) + P = 1`. -/
theorem resolution_of_identity (A : Module.End K V) {a b f g : K[X]}
    (hab : a * f + b * g = 1) : aeval A (a * f) + spectralProjector A b g = 1 := by
  rw [spectralProjector, ← map_add, hab, map_one]
```

## (b) f(A) annihilates the image of P

Task. Show that (Z) implies f(A) P = 0, for every polynomial b.

Solution. Polynomials commute, so f (b g) = b (f g), and

f(A) P = (f b g)(A) = b(A) (f g)(A) = b(A) · 0 = 0.

The reordering is done on the polynomials, where `ring` proves `h`, and is then carried over to operators by `map_mul`. (B) is not needed.

```lean
/-- If `(f g)(A) = 0` then `f(A) P = 0`. -/
theorem aeval_mul_projector (A : Module.End K V) (b : K[X]) {f g : K[X]}
    (hfg : aeval A (f * g) = 0) : aeval A f * spectralProjector A b g = 0 := by
  have h : f * (b * g) = b * (f * g) := by ring
  rw [spectralProjector, ← map_mul (aeval A), h, map_mul (aeval A) b, hfg, mul_zero]
```

## (c) Linear symmetries of A are symmetries of P

Task. Let S be a linear map on V with S A = A S, written `Commute S A`. Show that S P = P S for all b and g.

Solution. Only the fact that P = p(A) for some polynomial p matters. From S A = A S follows S Aⁿ = Aⁿ S for every n ≥ 0. S is linear, so it commutes with multiplication by a scalar c, and therefore

S (c Aⁿ) = (c Aⁿ) S.

If S commutes with two operators it commutes with their sum, and every p(A) is a finite sum of terms c Aⁿ.

The step `generalize b * g = p` forgets the product form. `Polynomial.induction_on'` leaves the case of a sum, closed by `add_right`, and the case of a monomial, where `hc` treats the scalar and `pow_right` the power. Physically, P commutes with every linear symmetry operator of the Hamiltonian. Antilinear symmetries such as time reversal or PT are not covered: an antilinear S with S A = A S conjugates the coefficients of the polynomial, and for A = diag(i, −i) the map S(v₀, v₁) = (v̄₁, v̄₀) commutes with A but not with the projector diag(1, 0) onto the level i.

```lean
/-- Every operator `S` commuting with the Hamiltonian `A` commutes with `P`. -/
theorem commute_projector {A S : Module.End K V} (hS : Commute S A) (b g : K[X]) :
    Commute S (spectralProjector A b g) := by
  unfold spectralProjector
  generalize b * g = p
  refine Polynomial.induction_on' p (fun p q hp hq => ?_) (fun n c => ?_)
  · rw [map_add]
    exact hp.add_right hq
  · rw [aeval_monomial]
    have hc : Commute S (algebraMap K (Module.End K V) c) := (Algebra.commutes c S).symm
    exact hc.mul_right (hS.pow_right n)
```

## (d) The projector

Task. Under (B) and (Z), show the four statements

P² = P,  A P = P A,  range P = ker f(A),  ker P = ker g(A).

In Lean the last two are equalities of subspaces, with `LinearMap.range` the set of all vectors P y and `LinearMap.ker` the set of vectors sent to zero. "Projector" means idempotent; for a non-Hermitian A it is in general oblique.

Solution. For idempotency, multiply (a) from the right by P and use (b):

P = (a f)(A) P + P² = a(A) f(A) P + P² = P².

Commutation is (c) with S = A.

For the range, let x = P y. Then f(A) x = f(A) P y = 0 by (b). Conversely let f(A) x = 0. Applying (a) to x gives

x = a(A) f(A) x + P x = P x,

so x lies in the range of P.

For the kernel, let P x = 0. Then (a) gives x = (a f)(A) x, and since g (a f) = a (f g),

g(A) x = g(A) (a f)(A) x = a(A) (f g)(A) x = 0.

Conversely, g(A) x = 0 gives P x = b(A) g(A) x = 0.

In the proof `hres` and `hfP` are (a) and (b). Each equality of subspaces is opened by `ext x` and split by `constructor` into its two inclusions, and `LinearMap.congr_fun` applies an operator identity to a vector. In the kernel part, `h3` is x = (a f)(A) x read from right to left and `h5` is g(A) (a f)(A) = 0.

```lean
/-- If `a f + b g = 1` and `(f g)(A) = 0`, then `P = (b g)(A)` is idempotent, commutes
with `A`, has range `ker f(A)` and kernel `ker g(A)`. -/
theorem spectralProjector_spec (A : Module.End K V) {a b f g : K[X]}
    (hab : a * f + b * g = 1) (hfg : aeval A (f * g) = 0) :
    spectralProjector A b g * spectralProjector A b g = spectralProjector A b g ∧
    A * spectralProjector A b g = spectralProjector A b g * A ∧
    LinearMap.range (spectralProjector A b g) = LinearMap.ker (aeval A f) ∧
    LinearMap.ker (spectralProjector A b g) = LinearMap.ker (aeval A g) := by
  have hres := resolution_of_identity A hab
  have hfP := aeval_mul_projector A b hfg
  refine ⟨?_, (commute_projector (Commute.refl A) b g).eq, ?_, ?_⟩
  · -- multiply the resolution of the identity by `P`
    have h : (aeval A (a * f) + spectralProjector A b g) * spectralProjector A b g
        = spectralProjector A b g := by rw [hres, one_mul]
    rwa [add_mul, map_mul (aeval A) a f, mul_assoc, hfP, mul_zero, zero_add] at h
  · ext x
    rw [LinearMap.mem_range, LinearMap.mem_ker]
    constructor
    · rintro ⟨y, rfl⟩
      exact LinearMap.congr_fun hfP y
    · -- on `ker f(A)` the complementary part vanishes, so `P x = x`
      intro hx
      have h : aeval A (a * f) x = 0 := by
        rw [map_mul (aeval A) a f, Module.End.mul_apply, hx, map_zero]
      have h2 := LinearMap.congr_fun hres x
      rw [LinearMap.add_apply, h, zero_add] at h2
      exact ⟨x, h2⟩
  · ext x
    rw [LinearMap.mem_ker, LinearMap.mem_ker]
    constructor
    · -- `P x = 0` means `x = (a f)(A) x`, which `g(A)` annihilates
      intro hx
      have h2 := LinearMap.congr_fun hres x
      rw [LinearMap.add_apply, hx, add_zero] at h2
      have h3 : aeval A (a * f) x = x := h2
      have h4 : g * (a * f) = a * (f * g) := by ring
      have h5 : aeval A g * aeval A (a * f) = 0 := by
        rw [← map_mul (aeval A), h4, map_mul (aeval A) a, hfg, mul_zero]
      have h6 : aeval A g (aeval A (a * f) x) = 0 := LinearMap.congr_fun h5 x
      rwa [h3] at h6
    · intro hx
      rw [spectralProjector, map_mul (aeval A) b g, Module.End.mul_apply, hx, map_zero]
```

Aside, on the hypotheses. Without (Z), take V = ℂ, A = 2, f = X, g = X − 1, a = 1, b = −1. Then (B) holds, but P = 1 − A = −1 and P² = 1 ≠ P. Without (B), take the 2 × 2 Jordan block J with J ≠ 0 and J² = 0, and f = g = X. Then (Z) holds, and every b gives P = b(0) J with P² = 0. This P is idempotent only if it vanishes, and then its range is not ker J. A Jordan block cannot be split between f and g.

Aside, on the complement. Exchanging (a, f) with (b, g) leaves (B) and (Z) unchanged, so the same argument makes 1 − P = (a f)(A) a projector with range ker g(A) and kernel ker f(A), and V = ker f(A) ⊕ ker g(A).

## (e) Uniqueness

Task. Under (B) and (Z), let Q be a linear map with Q² = Q, range Q = ker f(A) and ker Q = ker g(A). Show that Q = P. Q is not assumed to be a polynomial in A or to commute with A.

Solution. By (d), P and Q have the same range and the same kernel. Take any x and split it as x = (x − P x) + P x. The vector P x lies in range Q, so P x = Q y for some y, and

Q P x = Q² y = Q y = P x.

The remainder obeys P (x − P x) = P x − P² x = 0, so it lies in ker P = ker Q. Hence

0 = Q (x − P x) = Q x − P x.

The membership `h1` supplies y, `h3` becomes Q P x = P x, and `h2` places the remainder in the kernel of Q. Applied to a second Bézout pair for the same f and g, the result shows that P does not depend on the pair chosen.

```lean
/-- Under the same conditions, any idempotent `Q` with range `ker f(A)` and kernel
`ker g(A)` equals `P`. -/
theorem spectralProjector_unique (A Q : Module.End K V) {a b f g : K[X]}
    (hab : a * f + b * g = 1) (hfg : aeval A (f * g) = 0) (hQ : Q * Q = Q)
    (hr : LinearMap.range Q = LinearMap.ker (aeval A f))
    (hk : LinearMap.ker Q = LinearMap.ker (aeval A g)) :
    Q = spectralProjector A b g := by
  obtain ⟨hP, -, hPr, hPk⟩ := spectralProjector_spec A hab hfg
  generalize spectralProjector A b g = P at hP hPr hPk ⊢
  apply LinearMap.ext
  intro x
  -- split `x = (x - P x) + P x`: `Q` kills the first part and fixes the second
  have h1 : P x ∈ LinearMap.range Q := by
    rw [hr, ← hPr]
    exact ⟨x, rfl⟩
  have h2 : x - P x ∈ LinearMap.ker Q := by
    have hx : P (P x) = P x := LinearMap.congr_fun hP x
    rw [hk, ← hPk, LinearMap.mem_ker, map_sub, hx, sub_self]
  obtain ⟨y, hy⟩ := h1
  have h3 : Q (Q y) = Q y := LinearMap.congr_fun hQ y
  rw [hy] at h3
  rw [LinearMap.mem_ker, map_sub, h3] at h2
  exact sub_eq_zero.mp h2
```

## (f) The projector on a generalized eigenspace

Task. Let E ∈ K be an energy, m ≥ 0 an integer, and N = A − E·1, in Lean `A - E • (1 : Module.End K V)`. Let g be a polynomial with g(E) ≠ 0 (`hg`) and Nᵐ g(A) = 0 (`hA`). Show that there is a polynomial b such that P = (b g)(A) satisfies

P² = P,  A P = P A,  Nᵐ P = 0,  ker P = ker g(A),

and x lies in range P exactly when Nᵏ x = 0 for some k ≥ 0.

The statement gives the existence of b, not a formula. E need not be an eigenvalue: for m = 0 the hypothesis reads g(A) = 0, so P = 0 and only x = 0 qualifies.

Solution. Put f = (X − E)ᵐ, so f(A) = Nᵐ. The polynomial X − E is irreducible and does not divide g because g(E) ≠ 0, so the two are coprime, and so are g and every power of X − E. This gives a and b with (B), and the hypothesis is (Z). Parts (d) and (b) give the four equations and range P = ker Nᵐ, so a vector of the range is killed with k = m.

Conversely let Nᵏ x = 0, where k may exceed m, and put r = x − P x. Then P r = 0, so g(A) r = 0 by the kernel statement. Since Nᵏ commutes with A, it commutes with P by (c), and

Nᵏ r = Nᵏ x − P Nᵏ x = 0.

Choose a′ and b′ with a′ (X − E)ᵏ + b′ g = 1 and apply (a) to r:

r = a′(A) Nᵏ r + b′(A) g(A) r = 0.

So x = P x lies in the range.

In Lean `C E` is the constant polynomial E, `hev` translates (X − E)ᵏ into Nᵏ, and `hco` with `pow_left` yields both Bézout pairs. The facts `h1` and `h2` are g(A) r = 0 and Nᵏ r = 0, and `h3` is the last equation.

```lean
/-- If `(A - E)^m g(A) = 0` with `g(E) ≠ 0`, there is a polynomial `b` for which
`P = (b g)(A)` is idempotent, commutes with `A`, obeys `(A - E)^m P = 0`, has kernel `ker g(A)`,
and has as range the vectors annihilated by some power of `A - E`. -/
theorem generalized_eigenprojector (A : Module.End K V) (E : K) (m : ℕ) {g : K[X]}
    (hg : g.eval E ≠ 0) (hA : (A - E • (1 : Module.End K V)) ^ m * aeval A g = 0) :
    ∃ b : K[X],
      spectralProjector A b g * spectralProjector A b g = spectralProjector A b g ∧
      A * spectralProjector A b g = spectralProjector A b g * A ∧
      (A - E • (1 : Module.End K V)) ^ m * spectralProjector A b g = 0 ∧
      LinearMap.ker (spectralProjector A b g) = LinearMap.ker (aeval A g) ∧
      ∀ x, x ∈ LinearMap.range (spectralProjector A b g) ↔
        ∃ k : ℕ, ((A - E • (1 : Module.End K V)) ^ k) x = 0 := by
  have hev : ∀ k : ℕ, aeval A ((X - C E) ^ k) = (A - E • (1 : Module.End K V)) ^ k := by
    intro k
    rw [map_pow, map_sub, aeval_X, aeval_C, Algebra.algebraMap_eq_smul_one]
  -- `g(E) ≠ 0` makes `g` coprime to every power of `X - E`
  have hco : IsCoprime (X - C E) g :=
    (irreducible_X_sub_C E).coprime_iff_not_dvd.mpr (fun h => hg (dvd_iff_isRoot.mp h))
  obtain ⟨a, b, hab⟩ : IsCoprime ((X - C E) ^ m) g := hco.pow_left
  have hfg : aeval A ((X - C E) ^ m * g) = 0 := by rw [map_mul, hev, hA]
  obtain ⟨hP, hc, hr, hk⟩ := spectralProjector_spec A hab hfg
  have hN := aeval_mul_projector A b hfg
  rw [hev] at hN hr
  refine ⟨b, hP, hc, hN, hk, fun x => ⟨fun hx => ⟨m, ?_⟩, ?_⟩⟩
  · rw [hr] at hx
    exact hx
  · rintro ⟨k, hx⟩
    obtain ⟨a', b', hab'⟩ : IsCoprime ((X - C E) ^ k) g := hco.pow_left
    have hS : Commute ((A - E • (1 : Module.End K V)) ^ k) A :=
      ((Commute.refl A).sub_left ((Commute.one_left A).smul_left E)).pow_left k
    have hcm := (commute_projector hS b g).eq
    generalize spectralProjector A b g = P at hP hk hcm ⊢
    -- `x - P x` is killed by `g(A)` and by `(A - E)^k`, hence vanishes
    have h1 : aeval A g (x - P x) = 0 := by
      have hPx : P (P x) = P x := LinearMap.congr_fun hP x
      rw [← LinearMap.mem_ker, ← hk, LinearMap.mem_ker, map_sub, hPx, sub_self]
    have h2 : ((A - E • (1 : Module.End K V)) ^ k) (x - P x) = 0 := by
      have h := LinearMap.congr_fun hcm x
      rw [Module.End.mul_apply, Module.End.mul_apply, hx, map_zero] at h
      rw [map_sub, hx, h, sub_zero]
    have h3 := LinearMap.congr_fun (resolution_of_identity A hab') (x - P x)
    rw [LinearMap.add_apply, spectralProjector, map_mul (aeval A) a', map_mul (aeval A) b',
      Module.End.mul_apply, Module.End.mul_apply, hev, h1, h2, map_zero, map_zero,
      add_zero] at h3
    have h4 : (0 : V) = x - P x := h3
    exact ⟨x, (sub_eq_zero.mp h4.symm).symm⟩
```

Aside, on computing b. One choice is the Taylor series of 1/g about E, cut after the term of order m − 1, since then b g − 1 is divisible by (X − E)ᵐ. For m = 1 this gives P = g(A)/g(E). With the square of the total spin in place of A, E one of its eigenvalues and g the product of X − E′ over its other eigenvalues E′, this is the product formula that projects onto one value of total spin for a fixed number of electrons. Once b and g are known, P x can be formed in exact arithmetic by nested multiplication, from products of A with a vector and linear combinations of vectors. In floating-point arithmetic, rounding errors can spoil the result when the degree is high.

Aside, on another model. For a bounded operator on a complex Banach space, the Riesz projector is the contour integral of (z − A)⁻¹/(2πi) over z around an isolated part of the spectrum. That version needs no annihilating polynomial and admits infinite spectra, but it requires ℂ, a norm and the resolvent. The theorems here are algebraic and say nothing about the integral.

## (g) A defective Hamiltonian

Take K = ℂ and V = ℂ³, with vectors v = (v₀, v₁, v₂) indexed from 0 as in `Fin 3`. The matrix has rows (0, 1, 0), (0, 0, 0), (0, 0, 1): a 2 × 2 Jordan block at energy 0 and a single level at energy 1. `Matrix.toLin'` turns it into the map acting on column vectors.

```lean
/-- A three-state Hamiltonian with a `2 × 2` Jordan block at energy `0` and a level at `1`. -/
def jordanHamiltonian : Module.End ℂ (Fin 3 → ℂ) :=
  Matrix.toLin' !![0, 1, 0; 0, 0, 0; 0, 0, 1]
```

Task. With f = X², g = X − 1, a = 1 and b = −(X + 1), show that (B) and (Z) hold, that A (A − 1) ≠ 0, and that P v = (v₀, v₁, 0) for all v.

Solution. For (B),

X² − (X + 1)(X − 1) = X² − (X² − 1) = 1.

The matrix acts as A v = (v₁, 0, v₂), so A² v = (0, 0, v₂) and A³ v = (0, 0, v₂). Therefore

A² (A − 1) = A³ − A² = 0.

For v = (0, 1, 0), (A − 1) v = (1, −1, 0) and

A (A − 1) v = (−1, 0, 0) ≠ 0.

A diagonalisable operator with eigenvalues 0 and 1 would be annihilated by X (X − 1), so this inequality is the sign of the Jordan block. Finally

P = −(A + 1)(A − 1) = 1 − A²,  P v = (v₀, v₁, 0).

P keeps both dimensions of the block, although only the direction (1, 0, 0) is an eigenvector at energy 0.

In the proof `hH` is the action A v = (v₁, 0, v₂) and `ring` gives (B). The two operator identities are checked component by component with `fin_cases i`, and the inequality follows from component 0 of the image of `![0, 1, 0]`.

```lean
/-- For the Jordan-block Hamiltonian `A`, the choice `f = X²`, `g = X - 1`, `a = 1`,
`b = -(X + 1)` has `a f + b g = 1` and `(f g)(A) = 0` while `A (A - 1) ≠ 0`, and `P` keeps the
first two components and removes the third. -/
theorem spectralProjector_witness :
    (1 : ℂ[X]) * X ^ 2 + -(X + 1) * (X - 1) = 1 ∧
    aeval jordanHamiltonian ((X : ℂ[X]) ^ 2 * (X - 1)) = 0 ∧
    jordanHamiltonian * (jordanHamiltonian - 1) ≠ 0 ∧
    ∀ v, spectralProjector jordanHamiltonian (-(X + 1)) (X - 1) v = ![v 0, v 1, 0] := by
  have hH : ∀ v : Fin 3 → ℂ, jordanHamiltonian v = ![v 1, 0, v 2] := by
    intro v
    funext i
    fin_cases i <;>
      simp [jordanHamiltonian, Matrix.mulVec, dotProduct, Fin.sum_univ_succ]
  have e0 : ∀ v : Fin 3 → ℂ, Matrix.vecHead v = v 0 := fun _ => rfl
  have e1 : ∀ v : Fin 3 → ℂ, Matrix.vecHead (Matrix.vecTail v) = v 1 := fun _ => rfl
  have e2 : ∀ v : Fin 3 → ℂ, Matrix.vecHead (Matrix.vecTail (Matrix.vecTail v)) = v 2 :=
    fun _ => rfl
  refine ⟨by ring, ?_, ?_, ?_⟩
  · apply LinearMap.ext
    intro v
    funext i
    fin_cases i <;> simp [pow_two, hH, e2]
  · intro h
    have h1 := congrFun (LinearMap.congr_fun h ![0, 1, 0]) 0
    simp [hH] at h1
  · intro v
    funext i
    fin_cases i <;> simp [spectralProjector, hH, e0, e1, e2]

end

end PolynomialSpectralProjector
```

```lean
#print axioms PolynomialSpectralProjector.spectralProjector_unique
-- 'PolynomialSpectralProjector.spectralProjector_unique' depends on axioms: [propext, Classical.choice, Quot.sound]
#print axioms PolynomialSpectralProjector.generalized_eigenprojector
-- 'PolynomialSpectralProjector.generalized_eigenprojector' depends on axioms: [propext, Classical.choice, Quot.sound]
```
